# Relativistic collapse under scaling: for a finite momentum distribution, the mean absolute momentum sets the threshold

Q: Take a toy model: one particle of mass $m>0$ whose momentum distribution is reduced to a single value $p\neq0$, in units with $c=1$. I squeeze its state by a factor $l>0$, so the momentum becomes $lp$ and a Coulomb energy $V$ becomes $lV$. What decides whether it collapses?

A: The energy is $E(l)=\sqrt{l^2p^2+m^2}+lV$. Its kinetic part has slope $lp^2/\sqrt{l^2p^2+m^2}$, which rises from $0$ towards $|p|$ without reaching it. A minimum needs this slope to equal $-V$, so it needs $-|p|<V<0$. The other cases are:

- If $V<-|p|$, the energy falls without limit as $l$ grows.
- If $V=-|p|$, then $E(l)=m^2/(\sqrt{l^2p^2+m^2}+l|p|)$, which tends to $0$ and never gets there.
- If $V\ge0$, the energy decreases towards $m$ as $l\to0$, again without attaining it.

Q: A trial state has a spread of momenta. What replaces $|p|$?

A: The weighted mean, or just the weighted sum if the weights do not add up to one. Let the momenta be $p_i$ with weights $w_i\ge0$, where $i$ runs over a finite index set, called `ι` in Lean. Then $P=\sum_i w_i|p_i|$.

```lean
import Mathlib

open Finset

namespace RelativisticScaling

noncomputable section

/-- The weighted sum `P` of the absolute momenta; it is their mean when the weights are
probabilities. -/
def meanMomentum {ι : Type*} [Fintype ι] (w p : ι → ℝ) : ℝ := ∑ i, w i * |p i|
```

The energy keeps its form, $E(l)=\sum_i w_i\sqrt{l^2p_i^2+m^2}+lV$, with the rest energy included.

```lean
/-- The energy of a trial state dilated by `l`: relativistic kinetic energy with rest mass `m`,
plus a potential energy that scales linearly in `l`. -/
def scaledEnergy {ι : Type*} [Fintype ι] (m V : ℝ) (w p : ι → ℝ) (l : ℝ) : ℝ :=
  (∑ i, w i * Real.sqrt (l ^ 2 * p i ^ 2 + m ^ 2)) + l * V
```

The kinetic slope becomes $S(l)=\sum_i w_i\,lp_i^2/\sqrt{l^2p_i^2+m^2}$.

```lean
/-- The weighted sum of `l p² / √(l² p² + m²)` over the momentum distribution. -/
def kineticSlope {ι : Type*} [Fintype ι] (m : ℝ) (w p : ι → ℝ) (l : ℝ) : ℝ :=
  ∑ i, w i * (l * p i ^ 2 / Real.sqrt (l ^ 2 * p i ^ 2 + m ^ 2))
```

Q: Nothing there mentions a wave function. Is $V$ really a potential energy?

A: It is a real number standing for the potential expectation value at $l=1$. Its linear scaling, which is what Coulomb interactions give when all coordinates shrink by $1/l$, is built into the definition. The link from a wave function to $w$, $p$ and $V$ is assumed, and a finite list of momenta idealises a continuous distribution. In three dimensions, read $p_i$ as the magnitude of a momentum. The weights need not sum to one; probabilities are a special case.

Q: Then show me that the threshold for collapse is $-P$.

A: Compare with a massless system. Since $l^2p_i^2\le l^2p_i^2+m^2$, we have $l|p_i|\le\sqrt{l^2p_i^2+m^2}$. Multiplying by $w_i$, summing and adding $lV$ gives $l(P+V)\le E(l)$.

```lean
variable {ι : Type*} [Fintype ι] {m V l : ℝ} {w p : ι → ℝ}

/-- The scaled energy is at least `l (P + V)` for every real `l`. -/
theorem massless_le_energy (hw : ∀ i, 0 ≤ w i) :
    l * (meanMomentum w p + V) ≤ scaledEnergy m V w p l := by
  have h : l * meanMomentum w p ≤ ∑ i, w i * Real.sqrt (l ^ 2 * p i ^ 2 + m ^ 2) := by
    unfold meanMomentum
    rw [Finset.mul_sum]
    apply Finset.sum_le_sum
    intro i _
    have h1 : l * |p i| ≤ Real.sqrt (l ^ 2 * p i ^ 2 + m ^ 2) := by
      apply Real.le_sqrt_of_sq_le
      rw [mul_pow, sq_abs]
      linarith [sq_nonneg m]
    have h2 := mul_le_mul_of_nonneg_left h1 (hw i)
    linarith
  unfold scaledEnergy
  linarith
```

For $l\ge0$ there is a matching upper bound. Expanding,
$$(l|p_i|+m)^2=l^2p_i^2+m^2+2l|p_i|m\ \ge\ l^2p_i^2+m^2,$$
so the square root is at most $l|p_i|+m$. With $W=\sum_i w_i$, summation gives $E(l)\le mW+l(P+V)$.

```lean
/-- For `l ≥ 0` the scaled energy exceeds `l (P + V)` by at most the weighted rest energy. -/
theorem energy_le_massless_add_rest (hm : 0 ≤ m) (hw : ∀ i, 0 ≤ w i) (hl : 0 ≤ l) :
    scaledEnergy m V w p l ≤ m * ∑ i, w i + l * (meanMomentum w p + V) := by
  have h : ∑ i, w i * Real.sqrt (l ^ 2 * p i ^ 2 + m ^ 2)
      ≤ m * ∑ i, w i + l * meanMomentum w p := by
    unfold meanMomentum
    simp only [Finset.mul_sum, ← Finset.sum_add_distrib]
    apply Finset.sum_le_sum
    intro i _
    have hx : 0 ≤ l * |p i| := mul_nonneg hl (abs_nonneg _)
    have h1 : Real.sqrt (l ^ 2 * p i ^ 2 + m ^ 2) ≤ l * |p i| + m := by
      refine Real.sqrt_le_iff.mpr ⟨add_nonneg hx hm, ?_⟩
      have e : (l * |p i| + m) ^ 2 = l ^ 2 * p i ^ 2 + m ^ 2 + 2 * (l * |p i| * m) := by
        rw [← sq_abs (p i)]
        ring
      linarith [mul_nonneg hx hm]
    have h2 := mul_le_mul_of_nonneg_left h1 (hw i)
    linarith
  unfold scaledEnergy
  linarith
```

If $V\ge-P$, the lower bound gives $E(l)\ge0$. If $V<-P$, suppose $B$ were a lower bound and choose
$$l=\frac{mW+|B|+1}{-(P+V)}>0.$$
The upper bound then gives $E(l)\le-|B|-1<B$, a contradiction. Lean follows the same two cases, and this part also holds for $m=0$ and for $P=0$.

```lean
/-- The scaled energy is bounded below over all dilations exactly when `V ≥ -P`. -/
theorem bounded_below_iff (hm : 0 ≤ m) (hw : ∀ i, 0 ≤ w i) :
    (∃ B, ∀ l > 0, B ≤ scaledEnergy m V w p l) ↔ -meanMomentum w p ≤ V := by
  constructor
  · rintro ⟨B, hB⟩
    by_contra h
    have hc : 0 < -(meanMomentum w p + V) := by linarith [not_le.mp h]
    have hW : 0 ≤ m * ∑ i, w i := mul_nonneg hm (Finset.sum_nonneg fun i _ => hw i)
    have hA : 0 < m * ∑ i, w i + |B| + 1 := by linarith [abs_nonneg B]
    -- a dilation strong enough to push the energy below B
    obtain ⟨l, hl, e⟩ : ∃ l > 0, l * -(meanMomentum w p + V) = m * ∑ i, w i + |B| + 1 :=
      ⟨_, div_pos hA hc, div_mul_cancel₀ _ hc.ne'⟩
    have h1 := hB l hl
    have h2 := energy_le_massless_add_rest (V := V) (p := p) hm hw hl.le
    linarith [neg_abs_le B]
  · intro h
    refine ⟨0, fun l hl => ?_⟩
    have h1 := massless_le_energy (m := m) (V := V) (l := l) (p := p) hw
    have h2 : 0 ≤ l * (meanMomentum w p + V) := mul_nonneg hl.le (by linarith)
    linarith
```

Q: Bounded is not the same as having an equilibrium size. How do you get the condition for a minimum?

A: Start with the derivative. For $m>0$ the argument of each square root is positive, so the chain rule applies term by term and $E'(l)=S(l)+V$.

```lean
/-- For `m > 0` the derivative of the scaled energy with respect to `l` is the kinetic slope plus
`V`. -/
theorem hasDerivAt_energy (hm : 0 < m) (l : ℝ) :
    HasDerivAt (scaledEnergy m V w p) (kineticSlope m w p l + V) l := by
  have hi : ∀ i ∈ (Finset.univ : Finset ι),
      HasDerivAt (fun x : ℝ => w i * Real.sqrt (x ^ 2 * p i ^ 2 + m ^ 2))
        (w i * (l * p i ^ 2 / Real.sqrt (l ^ 2 * p i ^ 2 + m ^ 2))) l := by
    intro i _
    have h0 : l ^ 2 * p i ^ 2 + m ^ 2 ≠ 0 := by positivity
    have h1 : HasDerivAt (fun x : ℝ => x ^ 2 * p i ^ 2 + m ^ 2) (2 * l * p i ^ 2) l :=
      (((hasDerivAt_pow 2 l).mul_const (p i ^ 2)).add_const (m ^ 2)).congr_deriv (by norm_num)
    exact ((h1.sqrt h0).const_mul (w i)).congr_deriv (by ring)
  exact (HasDerivAt.fun_sum hi).fun_add (hasDerivAt_mul_const V)
```

The range $l>0$ is open, so a minimum there is an interior one and the derivative vanishes: $S(l)=-V$. In Lean, `hmin` says that $l$ is at least as good as every positive $x$; this makes it a local minimum, and the derivative rule finishes the step.

```lean
/-- At a minimum over dilations the kinetic slope and `V` add up to zero. -/
theorem slope_balance (hm : 0 < m) (hl : 0 < l)
    (hmin : ∀ x > 0, scaledEnergy m V w p l ≤ scaledEnergy m V w p x) :
    kineticSlope m w p l + V = 0 := by
  have hloc : IsLocalMin (scaledEnergy m V w p) l :=
    Filter.mem_of_superset (Ioi_mem_nhds hl) (fun x hx => hmin x hx)
  exact hloc.hasDerivAt_eq_zero (hasDerivAt_energy hm l)
```

Q: What is the energy at such a minimum?

A: The balance of slopes removes $V$ from the formula. Write each root as
$$\sqrt{l^2p_i^2+m^2}=\frac{l^2p_i^2}{\sqrt{l^2p_i^2+m^2}}+\frac{m^2}{\sqrt{l^2p_i^2+m^2}}.$$
Weighted and summed, the first terms give $lS(l)$, which cancels $lV$ at the minimum. What remains is
$$E(l)=\sum_i w_i\frac{m^2}{\sqrt{l^2p_i^2+m^2}}.$$
In the proof, `key` is the rewriting of the root and `hb` is the balance of slopes.

```lean
/-- For `m > 0`, at a minimum over positive dilations the total energy is the weighted sum of `m² /
√(l² p² + m²)`. -/
theorem virial_energy (hm : 0 < m) (hl : 0 < l)
    (hmin : ∀ x > 0, scaledEnergy m V w p l ≤ scaledEnergy m V w p x) :
    scaledEnergy m V w p l = ∑ i, w i * (m ^ 2 / Real.sqrt (l ^ 2 * p i ^ 2 + m ^ 2)) := by
  have hb := slope_balance hm hl hmin
  have h : ∑ i, w i * Real.sqrt (l ^ 2 * p i ^ 2 + m ^ 2) = l * kineticSlope m w p l
      + ∑ i, w i * (m ^ 2 / Real.sqrt (l ^ 2 * p i ^ 2 + m ^ 2)) := by
    unfold kineticSlope
    rw [Finset.mul_sum, ← Finset.sum_add_distrib]
    refine Finset.sum_congr rfl fun i _ => ?_
    have hs : 0 < Real.sqrt (l ^ 2 * p i ^ 2 + m ^ 2) := Real.sqrt_pos.mpr (by positivity)
    have key : Real.sqrt (l ^ 2 * p i ^ 2 + m ^ 2)
        = (l ^ 2 * p i ^ 2 + m ^ 2) / Real.sqrt (l ^ 2 * p i ^ 2 + m ^ 2) := by
      rw [eq_div_iff hs.ne']
      exact Real.mul_self_sqrt (by positivity)
    linear_combination (w i) * key
  unfold scaledEnergy
  linear_combination h + l * hb
```

Q: And why does the balance confine $V$ to $-P<V<0$?

A: Because a massive particle stays slower than light. Each term of $S(l)$ is $w_i|p_i|$ times the speed $l|p_i|/\sqrt{l^2p_i^2+m^2}$, which is less than $1$. So each term lies between $0$ and $w_i|p_i|$. If $P>0$, some index $j$ has $w_j>0$ and $p_j\ne0$, and for that term both inequalities are strict. Hence $0<S(l)<P$ for $l>0$. Lean first extracts `j`, then uses it to make the two sum comparisons strict.

```lean
/-- For `m > 0`, nonnegative weights, `P > 0` and `l > 0`, the kinetic slope lies strictly between
`0` and `P`. -/
theorem slope_bounds (hm : 0 < m) (hw : ∀ i, 0 ≤ w i) (hP : 0 < meanMomentum w p)
    (hl : 0 < l) : 0 < kineticSlope m w p l ∧ kineticSlope m w p l < meanMomentum w p := by
  obtain ⟨j, _, hj⟩ := Finset.exists_lt_of_sum_lt (s := Finset.univ)
    (f := fun _ : ι => (0 : ℝ)) (g := fun i => w i * |p i|)
    (by simp only [Finset.sum_const_zero]; exact hP)
  have hpj : p j ≠ 0 := by
    intro h
    simp [h] at hj
  have hwj : 0 < w j := by
    refine lt_of_le_of_ne (hw j) fun h => ?_
    simp [← h] at hj
  have hs : ∀ i, 0 < Real.sqrt (l ^ 2 * p i ^ 2 + m ^ 2) := fun i =>
    Real.sqrt_pos.mpr (by positivity)
  -- since `m > 0`, each `l |p|` is strictly below the square root
  have hlt : ∀ i, l * |p i| < Real.sqrt (l ^ 2 * p i ^ 2 + m ^ 2) := by
    intro i
    apply Real.lt_sqrt_of_sq_lt
    rw [mul_pow, sq_abs]
    linarith [pow_pos hm 2]
  have e : ∀ i, l * p i ^ 2 = |p i| * (l * |p i|) := by
    intro i
    rw [← sq_abs (p i)]
    ring
  constructor
  · refine Finset.sum_pos' (fun i _ => ?_) ⟨j, Finset.mem_univ j, ?_⟩
    · exact mul_nonneg (hw i) (by positivity)
    · exact mul_pos hwj (div_pos (by positivity) (hs j))
  · refine Finset.sum_lt_sum (fun i _ => ?_) ⟨j, Finset.mem_univ j, ?_⟩
    · refine mul_le_mul_of_nonneg_left ?_ (hw i)
      rw [div_le_iff₀ (hs i), e i]
      exact mul_le_mul_of_nonneg_left (hlt i).le (abs_nonneg _)
    · refine mul_lt_mul_of_pos_left ?_ hwj
      rw [div_lt_iff₀ (hs j), e j]
      exact mul_lt_mul_of_pos_left (hlt j) (abs_pos.mpr hpj)
```

Together with $S(l)=-V$, this shows that a minimum forces $-P<V<0$.

Q: That is necessity. A stationary point could still fail to exist.

A: Existence takes two steps, and both need $m>0$. First, any $V<0$ lets some $l>0$ beat the rest energy $mW=E(0)$. From $(\sqrt{l^2p_i^2+m^2}-m)^2\ge0$ we get $2m\sqrt{l^2p_i^2+m^2}\le l^2p_i^2+2m^2$. With $K=\sum_i w_ip_i^2$, summation gives
$$2mE(l)\le 2m^2W+l\,(lK+2mV).$$
Choose $l=-mV/(K+1)$. Then $lK<-mV$, so the bracket is below $mV<0$, and $E(l)<mW$.

```lean
/-- If `V < 0`, some positive `l` gives an energy below the weighted rest energy. -/
theorem exists_energy_lt_rest (hm : 0 < m) (hw : ∀ i, 0 ≤ w i) (hV : V < 0) :
    ∃ l > 0, scaledEnergy m V w p l < m * ∑ i, w i := by
  have hK : 0 ≤ ∑ i, w i * p i ^ 2 :=
    Finset.sum_nonneg fun i _ => mul_nonneg (hw i) (sq_nonneg _)
  have hK1 : 0 < ∑ i, w i * p i ^ 2 + 1 := by linarith
  have hmV : 0 < m * -V := mul_pos hm (by linarith)
  obtain ⟨l, hl, e⟩ : ∃ l > 0, l * (∑ i, w i * p i ^ 2 + 1) = m * -V :=
    ⟨_, div_pos hmV hK1, div_mul_cancel₀ _ hK1.ne'⟩
  refine ⟨l, hl, ?_⟩
  -- the kinetic energy grows at most quadratically in l
  have h : 2 * m * ∑ i, w i * Real.sqrt (l ^ 2 * p i ^ 2 + m ^ 2)
      ≤ l ^ 2 * ∑ i, w i * p i ^ 2 + 2 * m ^ 2 * ∑ i, w i := by
    simp only [Finset.mul_sum, ← Finset.sum_add_distrib]
    apply Finset.sum_le_sum
    intro i _
    have hs := Real.sq_sqrt (show 0 ≤ l ^ 2 * p i ^ 2 + m ^ 2 by positivity)
    have h2 : 2 * m * Real.sqrt (l ^ 2 * p i ^ 2 + m ^ 2) ≤ l ^ 2 * p i ^ 2 + 2 * m ^ 2 := by
      linarith [sq_nonneg (Real.sqrt (l ^ 2 * p i ^ 2 + m ^ 2) - m)]
    have h3 := mul_le_mul_of_nonneg_left h2 (hw i)
    linarith
  have hneg : l * (l * ∑ i, w i * p i ^ 2 + 2 * m * V) < 0 :=
    mul_neg_of_pos_of_neg hl (by linarith)
  have h2m : 0 < 2 * m := by linarith
  refine lt_of_mul_lt_mul_left ?_ h2m.le
  unfold scaledEnergy
  linarith
```

Second, let $-P<V<0$ and set $R=mW/(P+V)$. For $x\ge R$ the massless bound gives $E(x)\ge x(P+V)\ge mW$. On the compact interval $[0,R]$ the continuous function $E$ has a minimum at some $a$. The point $b$ from the first step has $E(b)<mW$, so it lies in $[0,R]$, and $E(a)\le E(b)<mW=E(0)$. Therefore $a\neq0$, and $a$ also beats every $x\ge R$. In Lean, `hfar` is the estimate beyond $R$, and `ha0` excludes the endpoint.

```lean
/-- If `-P < V < 0`, the scaled energy attains a minimum at a positive `l`. -/
theorem exists_minimum (hm : 0 < m) (hw : ∀ i, 0 ≤ w i)
    (hVP : -meanMomentum w p < V) (hV : V < 0) :
    ∃ l > 0, ∀ x > 0, scaledEnergy m V w p l ≤ scaledEnergy m V w p x := by
  have hc : 0 < meanMomentum w p + V := by linarith
  have hW : 0 ≤ m * ∑ i, w i := mul_nonneg hm.le (Finset.sum_nonneg fun i _ => hw i)
  have hE0 : scaledEnergy m V w p 0 = m * ∑ i, w i := by
    have h0 : ∀ i, Real.sqrt ((0 : ℝ) ^ 2 * p i ^ 2 + m ^ 2) = m := by
      intro i
      rw [show (0 : ℝ) ^ 2 * p i ^ 2 + m ^ 2 = m ^ 2 by ring, Real.sqrt_sq hm.le]
    simp only [scaledEnergy, h0, ← Finset.sum_mul]
    ring
  obtain ⟨R, hR, e⟩ : ∃ R ≥ 0, R * (meanMomentum w p + V) = m * ∑ i, w i :=
    ⟨_, div_nonneg hW hc.le, div_mul_cancel₀ _ hc.ne'⟩
  -- beyond R the energy is at least the rest energy
  have hfar : ∀ x, R ≤ x → m * ∑ i, w i ≤ scaledEnergy m V w p x := by
    intro x hx
    have h1 := massless_le_energy (m := m) (V := V) (l := x) (p := p) hw
    have h2 := mul_le_mul_of_nonneg_right hx hc.le
    linarith
  have hcont : Continuous (scaledEnergy m V w p) :=
    continuous_iff_continuousAt.mpr fun x => (hasDerivAt_energy hm x).continuousAt
  obtain ⟨a, ha, hmin⟩ := (isCompact_Icc (a := (0 : ℝ)) (b := R)).exists_isMinOn
    ⟨0, le_refl 0, hR⟩ hcont.continuousOn
  have hmin' := isMinOn_iff.mp hmin
  obtain ⟨b, hb, hlt⟩ := exists_energy_lt_rest (p := p) hm hw hV
  have hbR : b ≤ R := by
    by_contra h
    linarith [hfar b (not_le.mp h).le]
  have hab := hmin' b ⟨hb.le, hbR⟩
  have ha0 : a ≠ 0 := by
    intro h
    rw [h, hE0] at hab
    linarith
  refine ⟨a, lt_of_le_of_ne ha.1 (Ne.symm ha0), fun x hx => ?_⟩
  rcases le_total x R with h | h
  · exact hmin' x ⟨hx.le, h⟩
  · linarith [hfar x h]
```

Q: Now read me the final theorem as it stands.

A: The hypotheses are $m>0$ (`hm`), nonnegative weights (`hw`) and $P>0$ (`hP`), meaning that the state carries some momentum. $V$ is any real number. There are two equivalences:

- Some real $B$ satisfies $B\le E(l)$ for all $l>0$ exactly when $-P\le V$.
- Some $l>0$ satisfies $E(l)\le E(x)$ for all $x>0$ exactly when $-P<V$ and $V<0$.

The proof assembles the earlier results: `bounded_below_iff` for the first, `exists_minimum` for one direction of the second, and `slope_balance` with `slope_bounds` for the other.

```lean
/-- For `m > 0`, nonnegative weights and `P > 0`, the scaled energy is bounded below over all
dilations exactly when `V ≥ -P`, and attains a minimum exactly when `-P < V < 0`. -/
theorem relativistic_collapse (hm : 0 < m) (hw : ∀ i, 0 ≤ w i) (hP : 0 < meanMomentum w p) :
    ((∃ B, ∀ l > 0, B ≤ scaledEnergy m V w p l) ↔ -meanMomentum w p ≤ V) ∧
    ((∃ l > 0, ∀ x > 0, scaledEnergy m V w p l ≤ scaledEnergy m V w p x) ↔
      -meanMomentum w p < V ∧ V < 0) := by
  refine ⟨bounded_below_iff hm.le hw, ?_, fun h => exists_minimum hm hw h.1 h.2⟩
  rintro ⟨l, hl, hmin⟩
  have hb := slope_balance hm hl hmin
  obtain ⟨h1, h2⟩ := slope_bounds hm hw hP hl
  constructor <;> linarith

end

end RelativisticScaling
```

```lean
#print axioms RelativisticScaling.virial_energy
-- 'RelativisticScaling.virial_energy' depends on axioms: [propext, Classical.choice, Quot.sound]
#print axioms RelativisticScaling.relativistic_collapse
-- 'RelativisticScaling.relativistic_collapse' depends on axioms: [propext, Classical.choice, Quot.sound]
```

Q: So does $V\ge-P$ tell me that my atom is stable?

A: No. It tells you that this one trial state cannot lower its energy without limit by shrinking. Stability of a Hamiltonian needs a bound over all states. The kinetic energy here is also the square-root form, not the Dirac operator. For variational work with that kinetic energy and a potential energy that scales linearly (as for an atom with its nucleus at the origin), the result says when optimising a single scale parameter has a solution, within the model of a finite momentum distribution.
